# For a fixed shift δ, the inverse effective quantum number 1/(n − δ) tends to zero as n grows

The effective quantum number here is n − δ, where n is a natural number and δ is any real constant that does not depend on n. The theorem says that its inverse, 1/(n − δ), tends to 0 as n tends to infinity; it involves no Hamiltonian or energy formula. Should n equal δ, Lean takes the inverse of zero to be zero, and that single term has no effect on the limit. The attempt first shows that n + (−δ) tends to infinity, then applies the Mathlib lemma that the inverse of such a function tends to 0.

This version doesn't compile in Lean 4 with Mathlib:

```lean
import Mathlib

open MeasureTheory Set Filter Topology

namespace InvEffectiveTendsto

noncomputable section

/-- The inverse effective quantum number `1/(n - δ)` vanishes as `n` grows. -/
theorem inv_effective_tendsto (δ : ℝ) :
    Tendsto (fun n : ℕ => ((n : ℝ) - δ)⁻¹) atTop (𝓝 0) := by
  have h : Tendsto (fun n : ℕ => (n : ℝ) + -δ) atTop atTop :=
    tendsto_atTop_add_const_right atTop (-δ) tendsto_natCast_atTop_atTop
  simpa only [sub_eq_add_neg] using h.inv_tendsto_atTop

end

end InvEffectiveTendsto
```

Messages:

```
Main.lean:14:2: error: Type mismatch: After simplification, term
  Tendsto.inv_tendsto_atTop h
 has type
  @Tendsto ℕ ℝ (fun n => ↑n + -δ)⁻¹ atTop (𝓝 0)
but is expected to have type
  @Tendsto ℕ ℝ (fun n => (↑n + -δ)⁻¹) atTop (𝓝 0)
```

The message sets two forms of the same function side by side. `Tendsto.inv_tendsto_atTop` speaks of the inverse of a whole function, `(fun n => ↑n + -δ)⁻¹`, while the goal has the inverse taken at each value, `fun n => (↑n + -δ)⁻¹`. The two are equal by definition, but seeing this means unfolding the pointwise inverse on functions. The only lemma given to `simpa only` was `sub_eq_add_neg`, which turns subtraction into addition of a negative and does not touch this difference. The final comparison in `simpa` did not do the unfolding either, so it reported a mismatch.

The repair splits the step in two. `simp only [sub_eq_add_neg]` rewrites the goal with `↑n + -δ`, as before. Then `exact h.inv_tendsto_atTop` supplies the same term, and `exact` checks its type with more freedom to unfold definitions, so it accepts the two forms as equal.

As a diff, the version that Lean accepts:

```diff
@@ -12,5 +12,6 @@
   have h : Tendsto (fun n : ℕ => (n : ℝ) + -δ) atTop atTop :=
     tendsto_atTop_add_const_right atTop (-δ) tendsto_natCast_atTop_atTop
-  simpa only [sub_eq_add_neg] using h.inv_tendsto_atTop
+  simp only [sub_eq_add_neg]
+  exact h.inv_tendsto_atTop
 
 end
```
